# Pressure of N hard rods between two walls: $\beta P = N/(L-Na)$ for $L > Na$

## Rods, walls and the partition function

Let $N$ classical rods of length $a \ge 0$ lie on the segment $[0,L]$. Their centres are $x_0,\dots,x_{N-1}$, numbered from left to right. Rods may touch but not overlap, and they may not cross the walls. An allowed configuration therefore satisfies

$$\tfrac a2 \le x_i \le L-\tfrac a2 \quad\text{for all } i, \qquad x_i + a \le x_j \quad\text{for all } i<j.$$

For $a \ge 0$ it is enough to impose the second condition on neighbours and the first on the two end rods.

Write $V_N(L)$ for the volume of this set in $\mathbb R^N$. The canonical partition function is

$$Z_N(L) = \frac{V_N(L)}{\Lambda^N},$$

where the thermal wavelength $\Lambda>0$ stands for the result of the momentum integrals and does not depend on $L$. Because the centres are ordered, each arrangement of identical rods is counted once, and no further factor $1/N!$ is needed.

With $\beta = 1/(k_BT)$ and free energy $F=-\beta^{-1}\ln Z_N$, the pressure $P=-\partial F/\partial L$ gives

$$\beta P = \frac{\partial}{\partial L}\ln Z_N(L).$$

In one dimension $P$ is a force.

## The volume and the equation of state

The two main results are

$$V_N(L) = \frac{(L-Na)^N}{N!}\quad (L\ge Na), \qquad \beta P = \frac{N}{L-Na}\quad (L>Na).$$

In Lean, a configuration is a function `x : Fin N → ℝ`, and `rodConfigurations N a L` is the set defined by the inequalities above. `partitionFunction` and `betaPressure` are $Z_N$ and $\beta P$. The theorem `volume_rodConfigurations` states the volume formula for Lebesgue measure, whose values are extended non-negative reals; this is why `ENNReal.ofReal` appears on the right.

The theorem `equation_of_state` states that $\ln Z_N$ is differentiable at $L$ and that $\beta P$ has the value above. The first part says outright that the derivative exists; Lean's `deriv` would return zero if it did not. For $N>0$ the non-zero value of $\beta P$ already implies this. Both theorems include point particles, $a=0$, and the empty system, $N=0$. For $N>0$, $a>0$ and $L>Na$, `pointPressure_lt_rodPressure` adds that the rods exert a strictly higher pressure than point particles at the same $N$, $L$ and temperature.

The partition function is taken as a definition, so the momentum integration is not derived. The model has hard walls and a pure hard-core interaction; periodic boundaries, attractive forces and higher dimensions are not treated. For this one-dimensional classical model, the formula gives a Monte Carlo program an exact pressure to compare with at finite $N$.

## Integrating over the last rod

The volume follows by induction on the number of rods. For $N=0$ the configuration space is a single point of volume $1$, in agreement with the formula.

Suppose the formula holds for $n$ rods in every segment long enough to hold them. Take $n+1$ rods with $L\ge (n+1)a$, and fix the last centre at $x_n=t$. The other centres must satisfy

$$x_i \le t-a = \left(t-\tfrac a2\right)-\tfrac a2 .$$

They therefore form a configuration of $n$ rods in a segment of length $t-a/2$, which ends at the left edge of the last rod.

The first centre is at least $a/2$, and each step to the right adds at least $a$, so $x_k\ge (k+\tfrac12)a$. Hence $t$ ranges from $c=(n+\tfrac12)a$ to $L-a/2$. For such $t$ the induction hypothesis gives the remaining volume

$$V_n\!\left(t-\tfrac a2\right)=\frac{(t-\frac a2-na)^n}{n!}=\frac{(t-c)^n}{n!}.$$

Integration over $t$ yields

$$V_{n+1}(L)=\int_c^{L-a/2}\frac{(t-c)^n}{n!}\,dt=\frac{(L-\frac a2-c)^{n+1}}{(n+1)!}=\frac{(L-(n+1)a)^{n+1}}{(n+1)!}.$$

## From the volume to the pressure

For $L>Na$ the volume is positive, and

$$\ln Z_N(L)=N\ln(L-Na)-\ln\!\left(N!\,\Lambda^N\right).$$

The last term is constant in $L$, so differentiation gives $\beta P=N/(L-Na)$. For point particles this is $N/L$. If $N>0$ and $a>0$, then $0<L-Na<L$, and the rod pressure is the larger of the two.

## The Lean file

```lean
import Mathlib

open MeasureTheory

namespace HardRodGas

noncomputable section

/-- Ordered centre positions of `N` rods of length `a` in the segment `[0, L]`: every centre is
at least `a/2` from the walls and at least `a` to the right of all earlier ones. -/
def rodConfigurations (N : ℕ) (a L : ℝ) : Set (Fin N → ℝ) :=
  {x | (∀ i, x i ∈ Set.Icc (a / 2) (L - a / 2)) ∧ ∀ i j, i < j → x i + a ≤ x j}

/-- The canonical partition function of the rods: configuration volume over `Λ ^ N`, with `Λ`
the thermal wavelength. -/
def partitionFunction (Λ : ℝ) (N : ℕ) (a L : ℝ) : ℝ :=
  (volume (rodConfigurations N a L)).toReal / Λ ^ N

/-- Pressure over `k_B T`, that is `βP`: the derivative of the logarithm of the partition function
with respect to the length of the segment. -/
def betaPressure (Λ : ℝ) (N : ℕ) (a L : ℝ) : ℝ :=
  deriv (fun l => Real.log (partitionFunction Λ N a l)) L

/-- The set of rod configurations is measurable. -/
theorem measurableSet_rodConfigurations (N : ℕ) (a L : ℝ) :
    MeasurableSet (rodConfigurations N a L) := by
  have h : rodConfigurations N a L = (⋂ i, {x | x i ∈ Set.Icc (a / 2) (L - a / 2)}) ∩
      ⋂ i, ⋂ j, ⋂ (_ : i < j), {x | x i + a ≤ x j} := by
    ext x
    simp only [rodConfigurations, Set.mem_ofPred_eq, Set.mem_inter_iff, Set.mem_iInter]
  rw [h]
  exact ((isClosed_iInter fun i => isClosed_Icc.preimage (continuous_apply i)).inter
    (isClosed_iInter fun i => isClosed_iInter fun j => isClosed_iInter fun _ =>
      isClosed_le ((continuous_apply i).add continuous_const)
        (continuous_apply j))).measurableSet

/-- The centre of rod number `k`, counted from zero, lies at `(k + 1/2) a` or beyond. -/
theorem centre_lower_bound {N : ℕ} {a L : ℝ} {x : Fin N → ℝ}
    (hx : x ∈ rodConfigurations N a L) (k : ℕ) (hk : k < N) :
    ((k : ℝ) + 1 / 2) * a ≤ x ⟨k, hk⟩ := by
  obtain ⟨hb, hd⟩ := hx
  induction k with
  | zero =>
    have h := (hb ⟨0, hk⟩).1
    rw [Nat.cast_zero]
    linarith
  | succ k ih =>
    have h1 := ih (by omega)
    have h2 := hd ⟨k, by omega⟩ ⟨k + 1, hk⟩ (Fin.mk_lt_mk.2 (Nat.lt_succ_self k))
    push_cast
    linarith

/-- With the last of `n + 1` rods centred at `t`, the others form a configuration of `n` rods in
a segment that ends at the left edge `t - a/2` of the last rod. -/
theorem snoc_mem_iff (n : ℕ) (a L t : ℝ) (ha : 0 ≤ a) (y : Fin n → ℝ) :
    Fin.snoc (α := fun _ => ℝ) y t ∈ rodConfigurations (n + 1) a L ↔
      t ∈ Set.Icc (a / 2) (L - a / 2) ∧ y ∈ rodConfigurations n a (t - a / 2) := by
  constructor
  · rintro ⟨hb, hd⟩
    have ht := hb (Fin.last n)
    simp only [Fin.snoc_last] at ht
    refine ⟨ht, fun i => ?_, fun i j hij => ?_⟩
    · have h1 := (hb i.castSucc).1
      have h2 := hd i.castSucc (Fin.last n) (Fin.castSucc_lt_last i)
      simp only [Fin.snoc_castSucc, Fin.snoc_last] at h1 h2
      exact ⟨h1, by linarith⟩
    · simpa only [Fin.snoc_castSucc] using hd i.castSucc j.castSucc hij
  · rintro ⟨ht, hb, hd⟩
    refine ⟨fun i => ?_, fun i j hij => ?_⟩
    · induction i using Fin.lastCases with
      | last => simpa only [Fin.snoc_last] using ht
      | cast k =>
        simp only [Fin.snoc_castSucc]
        exact ⟨(hb k).1, by linarith [(hb k).2, ht.2]⟩
    · induction i using Fin.lastCases with
      | last => exact absurd hij (not_lt_of_ge (Fin.le_last j))
      | cast k =>
        induction j using Fin.lastCases with
        | last =>
          simp only [Fin.snoc_castSucc, Fin.snoc_last]
          linarith [(hb k).2]
        | cast m => simpa only [Fin.snoc_castSucc] using hd k m hij

/-- Appending a last coordinate preserves volume. -/
theorem measurePreserving_snoc (n : ℕ) :
    MeasurePreserving (fun p : ℝ × (Fin n → ℝ) =>
      (Fin.snoc (α := fun _ => ℝ) p.2 p.1 : Fin (n + 1) → ℝ)) volume volume := by
  have h := MeasurePreserving.symm _
    (volume_preserving_piFinSuccAbove (fun _ : Fin (n + 1) => ℝ) (Fin.last n))
  have he : (fun p : ℝ × (Fin n → ℝ) =>
      (Fin.snoc (α := fun _ => ℝ) p.2 p.1 : Fin (n + 1) → ℝ)) =
      (MeasurableEquiv.piFinSuccAbove (fun _ : Fin (n + 1) => ℝ) (Fin.last n)).symm :=
    funext fun p => (Fin.insertNth_last' p.1 p.2).symm
  rw [he]
  exact h

/-- Integral over the position of the last particle: `(t - c) ^ n / n!` from `c` to `b`. -/
theorem integral_last (n : ℕ) (c b : ℝ) :
    ∫ t in c..b, (t - c) ^ n / (n.factorial : ℝ) =
      (b - c) ^ (n + 1) / ((n + 1).factorial : ℝ) := by
  refine (intervalIntegral.integral_comp_sub_right
    (fun u : ℝ => u ^ n / (n.factorial : ℝ)) c).trans ?_
  rw [intervalIntegral.integral_div, integral_pow, sub_self c,
    zero_pow (Nat.succ_ne_zero n), sub_zero, div_div, Nat.factorial_succ]
  simp only [Nat.cast_mul, Nat.cast_add, Nat.cast_one]

/-- The ordered configurations of `N` rods of length `a` in a segment of length `L ≥ N a` have
volume `(L - N a) ^ N / N!`. -/
theorem volume_rodConfigurations (N : ℕ) (a : ℝ) (ha : 0 ≤ a) : ∀ L : ℝ, N * a ≤ L →
    volume (rodConfigurations N a L) =
      ENNReal.ofReal ((L - N * a) ^ N / N.factorial) := by
  induction N with
  | zero =>
    intro L _
    have h : rodConfigurations 0 a L = Set.univ :=
      Set.eq_univ_of_forall fun y => ⟨fun i => i.elim0, fun i => i.elim0⟩
    rw [h, volume_pi, Measure.pi_univ]
    simp
  | succ n ih =>
    intro L hL
    -- `c` is the leftmost possible centre of the last rod
    obtain ⟨c, hc⟩ : ∃ c : ℝ, c = ((n : ℝ) + 1 / 2) * a := ⟨_, rfl⟩
    have hna : 0 ≤ (n : ℝ) * a := mul_nonneg (Nat.cast_nonneg n) ha
    have e : L - a / 2 - c = L - ((n + 1 : ℕ) : ℝ) * a := by rw [hc]; push_cast; ring
    have hcL : c ≤ L - a / 2 := by linarith
    have hp := measurePreserving_snoc n
    have hS := measurableSet_rodConfigurations (n + 1) a L
    -- volume left to the other rods when the last one sits at `t`
    have hs : ∀ t : ℝ, volume (Prod.mk t ⁻¹' ((fun p : ℝ × (Fin n → ℝ) =>
        (Fin.snoc (α := fun _ => ℝ) p.2 p.1 : Fin (n + 1) → ℝ)) ⁻¹'
          rodConfigurations (n + 1) a L)) = (Set.Icc c (L - a / 2)).indicator
            (fun t => ENNReal.ofReal ((t - c) ^ n / n.factorial)) t := by
      intro t
      by_cases ht : t ∈ Set.Icc c (L - a / 2)
      · have h1 : c ≤ t := ht.1
        have e2 : t - c = t - a / 2 - n * a := by rw [hc]; ring
        rw [Set.indicator_of_mem ht, e2, ← ih (t - a / 2) (by linarith)]
        exact congrArg (fun s : Set (Fin n → ℝ) => volume s) (Set.ext fun y =>
          (snoc_mem_iff n a L t ha y).trans (and_iff_right ⟨by linarith, ht.2⟩))
      · rw [Set.indicator_of_notMem ht]
        have h0 : ∀ s : Set (Fin n → ℝ), (∀ y, y ∉ s) → volume s = 0 := fun s h => by
          rw [Set.eq_empty_of_forall_notMem h, measure_empty]
        refine h0 _ fun y hy => ht ⟨?_, ((snoc_mem_iff n a L t ha y).1 hy).1.2⟩
        have h1 : ((n : ℝ) + 1 / 2) * a ≤ Fin.snoc (α := fun _ => ℝ) y t (Fin.last n) :=
          centre_lower_bound hy n (Nat.lt_succ_self n)
        rw [hc]
        simpa only [Fin.snoc_last] using h1
    have hi : Integrable (fun t : ℝ => (t - c) ^ n / (n.factorial : ℝ))
        (volume.restrict (Set.Icc c (L - a / 2))) :=
      (((continuous_id'.sub continuous_const).pow n).div_const _).integrableOn_Icc
    have hnn : 0 ≤ᵐ[volume.restrict (Set.Icc c (L - a / 2))]
        (fun t : ℝ => (t - c) ^ n / (n.factorial : ℝ)) :=
      (ae_restrict_iff' measurableSet_Icc).2 (Filter.Eventually.of_forall fun t ht =>
        div_nonneg (pow_nonneg (sub_nonneg.2 ht.1) n) (Nat.cast_nonneg _))
    rw [← hp.measure_preimage hS.nullMeasurableSet, Measure.volume_eq_prod,
      Measure.prod_apply (hp.measurable hS), lintegral_congr hs,
      lintegral_indicator measurableSet_Icc, ← ofReal_integral_eq_lintegral_ofReal hi hnn,
      integral_Icc_eq_integral_Ioc, ← intervalIntegral.integral_of_le hcL, integral_last, e]

/-- Equation of state of the hard-rod gas: for `L > N a` the logarithm of the partition function
is differentiable in `L`, and `βP = N / (L - N a)`. -/
theorem equation_of_state (Λ : ℝ) (N : ℕ) (a L : ℝ) (hΛ : 0 < Λ) (ha : 0 ≤ a)
    (h : N * a < L) :
    DifferentiableAt ℝ (fun l => Real.log (partitionFunction Λ N a l)) L ∧
      betaPressure Λ N a L = N / (L - N * a) := by
  have h1 : HasDerivAt (fun l : ℝ => l - N * a) 1 L := (hasDerivAt_id' L).sub_const _
  have h2 : HasDerivAt (fun l : ℝ => N * Real.log (l - N * a) -
      Real.log (N.factorial * Λ ^ N)) (N / (L - N * a)) L :=
    (((h1.log (sub_pos.2 h).ne').const_mul (N : ℝ)).sub_const _).congr_deriv
      (mul_one_div _ _)
  have h3 : HasDerivAt (fun l => Real.log (partitionFunction Λ N a l))
      (N / (L - N * a)) L := by
    refine h2.congr_of_eventuallyEq ?_
    -- near `L` the rods still fit, so the volume formula applies
    filter_upwards [Ioi_mem_nhds h] with l hl
    have hl' : N * a < l := hl
    have hpos : 0 < (l - N * a) ^ N := pow_pos (sub_pos.2 hl') N
    have hf : (0 : ℝ) < N.factorial := Nat.cast_pos.2 N.factorial_pos
    rw [partitionFunction, volume_rodConfigurations N a ha l hl'.le,
      ENNReal.toReal_ofReal (div_nonneg hpos.le hf.le), div_div,
      Real.log_div hpos.ne' (mul_pos hf (pow_pos hΛ N)).ne', Real.log_pow]
  exact ⟨h3.differentiableAt, h3.deriv⟩

/-- For `N > 0` and `L > N a`, rods of positive length `a` exert, at equal `N`, `L` and temperature,
a strictly higher pressure than point particles. -/
theorem pointPressure_lt_rodPressure (Λ : ℝ) (N : ℕ) (a L : ℝ) (hΛ : 0 < Λ) (hN : 0 < N)
    (ha : 0 < a) (h : N * a < L) :
    betaPressure Λ N 0 L < betaPressure Λ N a L := by
  have hN' : (0 : ℝ) < N := Nat.cast_pos.2 hN
  have hNa : 0 < N * a := mul_pos hN' ha
  have h0 : (N : ℝ) * 0 < L := by rw [mul_zero]; linarith
  rw [(equation_of_state Λ N 0 L hΛ le_rfl h0).2, (equation_of_state Λ N a L hΛ ha.le h).2]
  exact div_lt_div_of_pos_left hN' (sub_pos.2 h) (by rw [mul_zero]; linarith)

end

end HardRodGas
```

```lean
#print axioms HardRodGas.pointPressure_lt_rodPressure
```

```
'HardRodGas.pointPressure_lt_rodPressure' depends on axioms: [propext, Classical.choice, Quot.sound]
```

## How the proof follows the integration

**Geometry.** `centre_lower_bound` proves $x_k\ge(k+\tfrac12)a$ by induction on $k$. `snoc_mem_iff` expresses the reduction from $n+1$ rods to $n$: `Fin.snoc y t` appends the last centre $t$ to the other centres $y$, and the result is allowed exactly when $t$ respects the walls and $y$ is a configuration in the segment of length $t-a/2$. The assumption $a\ge0$ ensures that the earlier rods also respect the right wall.

**Integration.** `measurableSet_rodConfigurations` shows that the set is closed, hence measurable. `measurePreserving_snoc` says that appending a coordinate identifies $\mathbb R\times\mathbb R^n$ with $\mathbb R^{n+1}$ without changing volumes. `integral_last` evaluates the integral over $t$ by a shift and the power rule.

**Induction.** In `volume_rodConfigurations` the length $L$ stays universally quantified, so the induction hypothesis can be applied to the shorter length $t-a/2$. The step `hs` computes the volume of each slice at fixed $t$: it is $(t-c)^n/n!$ on $[c,L-a/2]$ and zero elsewhere. `Measure.prod_apply` then writes the total volume as the integral of the slice volumes. The facts `hi` and `hnn`, integrability and non-negativity, allow this to be turned into the ordinary integral that `integral_last` evaluates.

**Differentiation.** In `equation_of_state`, `h2` differentiates the explicit logarithm. The volume formula is available only for lengths $l\ge Na$, but a derivative at $L$ depends only on values near $L$. Since $L>Na$, all nearby lengths satisfy $l>Na$, and `congr_of_eventuallyEq` transfers the derivative to $\ln Z_N$ in `h3`. The comparison with point particles applies the equation of state twice and compares the denominators.
